# Frontier density of a uniform Hückel chain with 2m+1 atoms: 1/(m+1) on alternate atoms, starting at the ends

The adjacency matrix of the path on \(2m+1\) atoms has a one-dimensional kernel, and every real unit kernel vector has squared components \(1/(m+1)\) on the first, third, fifth, … atom and \(0\) on the others. With one electron per atom, such a vector is the singly occupied orbital of the Hückel ground state, and its squared components are the frontier densities. If the couplings alternate between two nonzero values \(a\) and \(b\), starting with \(a\) at the first atom, the kernel is still one-dimensional, and the nonzero densities, counted from that atom, follow a geometric law with ratio \((a/b)^2\).

```lean
import Mathlib

open Matrix

namespace RadicalChainReactivity

noncomputable section

/-- Coupling between atoms `k` and `k + 1`: the values `a` and `b` alternate, starting with `a`. -/
def bond (a b : ℝ) (k : ℕ) : ℝ := if Even k then a else b

/-- Hückel matrix of an open chain of `n` atoms with alternating couplings `a`, `b`;
energies are measured from the common energy of the atomic orbitals. -/
def chain (a b : ℝ) (n : ℕ) : Matrix (Fin n) (Fin n) ℝ :=
  Matrix.of fun i j =>
    (if (j : ℕ) = i + 1 then bond a b i else 0) + (if (i : ℕ) = j + 1 then bond a b j else 0)

/-- Amplitude of the orbital `c` on atom `k`, set to zero beyond the end of the chain. -/
def site {n : ℕ} (c : Fin n → ℝ) (k : ℕ) : ℝ := if h : k < n then c ⟨k, h⟩ else 0

/-- The unnormalised nonbonding orbital, for `b ≠ 0`: amplitude `(-a/b)^k` on atom `2k`
and zero on the atoms with odd index. -/
def zeroMode (a b : ℝ) (k : ℕ) : ℝ := if Even k then (-(a / b)) ^ (k / 2) else 0

/-- The Hückel matrix acts on an orbital by summing the amplitudes of the neighbours, weighted by
the couplings: at most one for the first atom and at most two for every later atom. -/
theorem chain_mulVec (a b : ℝ) {n : ℕ} (c : Fin n → ℝ) :
    (∀ h : 0 < n, (chain a b n *ᵥ c) ⟨0, h⟩ = a * site c 1) ∧
    ∀ (i : ℕ) (h : i + 1 < n), (chain a b n *ᵥ c) ⟨i + 1, h⟩ =
      bond a b i * site c i + bond a b (i + 1) * site c (i + 2) := by
  -- a sum over atoms with a single nonzero coupling picks out one amplitude
  have pick : ∀ (k : ℕ) (s : ℝ),
      ∑ j : Fin n, (if (j : ℕ) = k then s else 0) * c j = s * site c k := by
    intro k s
    unfold site
    by_cases h : k < n
    · rw [dif_pos h, Finset.sum_eq_single (⟨k, h⟩ : Fin n)]
      · simp
      · intro j _ hj
        have hjk : (j : ℕ) ≠ k := fun e => hj (Fin.ext e)
        simp [hjk]
      · simp
    · rw [dif_neg h, mul_zero]
      refine Finset.sum_eq_zero fun j _ => ?_
      have hjk : (j : ℕ) ≠ k := by have := j.isLt; omega
      simp [hjk]
  constructor
  · intro h
    simp only [Matrix.mulVec, dotProduct]
    rw [← pick]
    refine Finset.sum_congr rfl fun j _ => ?_
    congr 1
    simp [chain, bond]
  · intro i h
    simp only [Matrix.mulVec, dotProduct]
    rw [← pick, ← pick, ← Finset.sum_add_distrib]
    refine Finset.sum_congr rfl fun j _ => ?_
    rw [← add_mul]
    congr 1
    have e : (if i + 1 = (j : ℕ) + 1 then bond a b j else 0) =
        if (j : ℕ) = i then bond a b i else 0 := by
      by_cases q : (j : ℕ) = i
      · simp [q]
      · have q' : ¬ i + 1 = (j : ℕ) + 1 := by omega
        rw [if_neg q', if_neg q]
    show (if (j : ℕ) = i + 2 then bond a b (i + 1) else 0) +
      (if i + 1 = (j : ℕ) + 1 then bond a b j else 0) = _
    rw [e, add_comm]

/-- For `b ≠ 0` the contributions of the two neighbours of an inner atom cancel
in the nonbonding orbital. -/
theorem zeroMode_cancel (a : ℝ) {b : ℝ} (hb : b ≠ 0) (k : ℕ) :
    bond a b k * zeroMode a b k + bond a b (k + 1) * zeroMode a b (k + 2) = 0 := by
  rcases Nat.even_or_odd' k with ⟨j, rfl | rfl⟩
  · have h0 : Even (2 * j) := ⟨j, by omega⟩
    have h1 : ¬ Even (2 * j + 1) := Nat.not_even_iff_odd.mpr ⟨j, rfl⟩
    have h2 : Even (2 * j + 2) := ⟨j + 1, by omega⟩
    have d0 : 2 * j / 2 = j := by omega
    have d2 : (2 * j + 2) / 2 = j + 1 := by omega
    have hx : b * (a / b) = a := by field_simp
    simp only [bond, zeroMode, if_pos h0, if_neg h1, if_pos h2, d0, d2]
    generalize a / b = x at hx ⊢
    linear_combination (-(-x) ^ j) * hx
  · have h0 : ¬ Even (2 * j + 1) := Nat.not_even_iff_odd.mpr ⟨j, rfl⟩
    have h2 : ¬ Even (2 * j + 1 + 2) := Nat.not_even_iff_odd.mpr ⟨j + 1, by omega⟩
    simp only [zeroMode, if_neg h0, if_neg h2, mul_zero, add_zero]

/-- In a chain with an odd number of atoms and `b ≠ 0`, the nonbonding orbital
is annihilated by the Hückel matrix. -/
theorem chain_zeroMode (a : ℝ) {b : ℝ} (hb : b ≠ 0) (m : ℕ) :
    chain a b (2 * m + 1) *ᵥ (fun i => zeroMode a b i) = 0 := by
  funext ⟨i, hi⟩
  rcases i with _ | i
  · refine ((chain_mulVec a b _).1 hi).trans ?_
    simp [site, zeroMode]
  · refine ((chain_mulVec a b _).2 i hi).trans ?_
    have hi' : i < 2 * m + 1 := by omega
    have s0 : site (fun j : Fin (2 * m + 1) => zeroMode a b j) i = zeroMode a b i := dif_pos hi'
    rw [s0]
    by_cases h2 : i + 2 < 2 * m + 1
    · have s2 : site (fun j : Fin (2 * m + 1) => zeroMode a b j) (i + 2) =
          zeroMode a b (i + 2) := dif_pos h2
      rw [s2]
      exact zeroMode_cancel a hb i
    · -- the last atom has a single neighbour, which carries no amplitude
      have s2 : site (fun j : Fin (2 * m + 1) => zeroMode a b j) (i + 2) = 0 := dif_neg h2
      have hz : zeroMode a b i = 0 :=
        if_neg (Nat.not_even_iff_odd.mpr ⟨m - 1, by omega⟩)
      rw [s2, hz, mul_zero, mul_zero, add_zero]
      rfl

/-- With nonzero couplings, an orbital of zero energy is fixed by its amplitude on the
first atom: it is that amplitude times the nonbonding orbital. -/
theorem kernel_form {a b : ℝ} (ha : a ≠ 0) (hb : b ≠ 0) {m : ℕ} {c : Fin (2 * m + 1) → ℝ}
    (hc : chain a b (2 * m + 1) *ᵥ c = 0) (i : Fin (2 * m + 1)) :
    c i = c 0 * zeroMode a b i := by
  have key : ∀ k, k < 2 * m + 1 → site c k = site c 0 * zeroMode a b k := by
    intro k
    induction k using Nat.strong_induction_on with
    | _ k ih =>
      intro hk
      rcases k with _ | _ | k
      · simp [zeroMode]
      · have r : a * site c 1 = 0 :=
          ((chain_mulVec a b c).1 (by omega)).symm.trans (congrFun hc _)
        have s : site c 1 = 0 := (mul_eq_zero.mp r).resolve_left ha
        simp [s, zeroMode]
      · have r : bond a b k * site c k + bond a b (k + 1) * site c (k + 2) = 0 :=
          ((chain_mulVec a b c).2 k (by omega)).symm.trans (congrFun hc _)
        have ihk := ih k (by omega) (by omega)
        have hne : bond a b (k + 1) ≠ 0 := by
          unfold bond
          split_ifs
          · exact ha
          · exact hb
        show site c (k + 2) = site c 0 * zeroMode a b (k + 2)
        apply mul_left_cancel₀ hne
        linear_combination r - bond a b k * ihk - site c 0 * zeroMode_cancel a hb k
  have h0 : site c 0 = c 0 := by simp [site]
  have hi : site c i = c i := dif_pos i.isLt
  rw [← hi, ← h0]
  exact key i i.isLt

/-- With nonzero couplings, a chain with an odd number of atoms has exactly one
independent orbital of zero energy. -/
theorem kernel_finrank {a b : ℝ} (ha : a ≠ 0) (hb : b ≠ 0) (m : ℕ) :
    Module.finrank ℝ (LinearMap.ker (chain a b (2 * m + 1)).mulVecLin) = 1 := by
  have hs : LinearMap.ker (chain a b (2 * m + 1)).mulVecLin =
      Submodule.span ℝ {fun i : Fin (2 * m + 1) => zeroMode a b i} := by
    ext c
    rw [LinearMap.mem_ker, Matrix.mulVecLin_apply, Submodule.mem_span_singleton]
    constructor
    · intro h
      exact ⟨c 0, funext fun i => (kernel_form ha hb h i).symm⟩
    · rintro ⟨r, rfl⟩
      rw [Matrix.mulVec_smul, chain_zeroMode a hb, smul_zero]
  rw [hs]
  apply finrank_span_singleton
  intro h
  have h0 := congrFun h 0
  simp [zeroMode] at h0

/-- With nonzero couplings, normalisation of a zero-energy orbital fixes its density on the
first atom as the inverse of a geometric sum in `(a/b)²`. -/
theorem end_density {a b : ℝ} (ha : a ≠ 0) (hb : b ≠ 0) {m : ℕ} {c : Fin (2 * m + 1) → ℝ}
    (hc : chain a b (2 * m + 1) *ᵥ c = 0) (hn : c ⬝ᵥ c = 1) :
    c 0 ^ 2 * ∑ l ∈ Finset.range (m + 1), ((a / b) ^ 2) ^ l = 1 := by
  have norm : ∀ p : ℕ, ∑ k ∈ Finset.range (2 * p + 1), zeroMode a b k ^ 2 =
      ∑ l ∈ Finset.range (p + 1), ((a / b) ^ 2) ^ l := by
    intro p
    induction p with
    | zero => simp [zeroMode]
    | succ p ih =>
      have ho : zeroMode a b (2 * p + 1) = 0 := if_neg (Nat.not_even_iff_odd.mpr ⟨p, rfl⟩)
      have he : zeroMode a b (2 * p + 1 + 1) = (-(a / b)) ^ (p + 1) := by
        have h : 2 * p + 1 + 1 = 2 * (p + 1) := by omega
        rw [h]
        simp [zeroMode]
      have hsq : ((-(a / b)) ^ (p + 1)) ^ 2 = ((a / b) ^ 2) ^ (p + 1) := by
        rw [← pow_mul, mul_comm, pow_mul, neg_sq]
      have hl : 2 * (p + 1) + 1 = 2 * p + 1 + 1 + 1 := by omega
      rw [hl, Finset.sum_range_succ _ (2 * p + 1 + 1), Finset.sum_range_succ _ (2 * p + 1), ih,
        Finset.sum_range_succ _ (p + 1), ho, he, hsq]
      simp
  rw [← norm m, ← Fin.sum_univ_eq_sum_range (fun k => zeroMode a b k ^ 2), Finset.mul_sum]
  refine Eq.trans ?_ hn
  refine Finset.sum_congr rfl fun i _ => ?_
  rw [kernel_form ha hb hc i]
  ring

/-- Density of a normalised zero-energy orbital in a chain with an odd number of atoms and nonzero
alternating couplings: it vanishes on the atoms with odd index and follows a geometric law with
ratio `(a/b)²` on the others. -/
theorem frontier_density {a b : ℝ} (ha : a ≠ 0) (hb : b ≠ 0) {m : ℕ} {c : Fin (2 * m + 1) → ℝ}
    (hc : chain a b (2 * m + 1) *ᵥ c = 0) (hn : c ⬝ᵥ c = 1) (i : Fin (2 * m + 1)) :
    c i ^ 2 = if Even (i : ℕ) then
      ((a / b) ^ 2) ^ ((i : ℕ) / 2) / ∑ l ∈ Finset.range (m + 1), ((a / b) ^ 2) ^ l else 0 := by
  have hs := end_density ha hb hc hn
  have hS : ∑ l ∈ Finset.range (m + 1), ((a / b) ^ 2) ^ l ≠ 0 := by
    intro h
    rw [h, mul_zero] at hs
    exact zero_ne_one hs
  rw [kernel_form ha hb hc i]
  by_cases e : Even (i : ℕ)
  · have hsq : ((-(a / b)) ^ ((i : ℕ) / 2)) ^ 2 = ((a / b) ^ 2) ^ ((i : ℕ) / 2) := by
      rw [← pow_mul, mul_comm, pow_mul, neg_sq]
    rw [zeroMode, if_pos e, if_pos e, mul_pow, hsq, eq_div_iff hS]
    linear_combination ((a / b) ^ 2) ^ ((i : ℕ) / 2) * hs
  · rw [zeroMode, if_neg e, if_neg e]
    simp

/-- The path on `2m + 1` atoms has a one-dimensional kernel, and each real unit kernel vector has
density `1/(m+1)` on the first, third, fifth, ... atom and zero on the others. -/
theorem path_frontier_density (m : ℕ)
    [DecidableRel (SimpleGraph.pathGraph (2 * m + 1)).Adj] :
    Module.finrank ℝ (LinearMap.ker
      ((SimpleGraph.pathGraph (2 * m + 1)).adjMatrix ℝ).mulVecLin) = 1 ∧
    ∀ c : Fin (2 * m + 1) → ℝ,
      (SimpleGraph.pathGraph (2 * m + 1)).adjMatrix ℝ *ᵥ c = 0 → c ⬝ᵥ c = 1 →
      ∀ i, c i ^ 2 = if Even (i : ℕ) then 1 / ((m : ℝ) + 1) else 0 := by
  -- the adjacency matrix is the Hückel matrix with all couplings equal to one
  have hA : (SimpleGraph.pathGraph (2 * m + 1)).adjMatrix ℝ = chain 1 1 (2 * m + 1) := by
    ext i j
    simp only [chain, Matrix.of_apply, bond, ite_self, SimpleGraph.adjMatrix_apply,
      SimpleGraph.pathGraph_adj]
    by_cases h1 : (j : ℕ) = i + 1
    · have h2 : ¬ (i : ℕ) = j + 1 := by omega
      rw [if_pos h1, if_neg h2, if_pos (Or.inl h1.symm), add_zero]
    · by_cases h2 : (i : ℕ) = j + 1
      · rw [if_neg h1, if_pos h2, if_pos (Or.inr h2.symm), zero_add]
      · have h3 : ¬ ((i : ℕ) + 1 = j ∨ (j : ℕ) + 1 = i) := by omega
        rw [if_neg h1, if_neg h2, if_neg h3, add_zero]
  rw [hA]
  refine ⟨kernel_finrank one_ne_zero one_ne_zero m, fun c hc hn i => ?_⟩
  have h := frontier_density one_ne_zero one_ne_zero hc hn i
  simpa using h

/-- In a chain with an odd number of atoms and nonzero alternating couplings, the first atom carries
more than `1 - (a/b)²` of the density of a normalised zero-energy orbital. -/
theorem end_density_bound {a b : ℝ} (ha : a ≠ 0) (hb : b ≠ 0) {m : ℕ}
    {c : Fin (2 * m + 1) → ℝ} (hc : chain a b (2 * m + 1) *ᵥ c = 0) (hn : c ⬝ᵥ c = 1) :
    1 - (a / b) ^ 2 < c 0 ^ 2 := by
  have hs := end_density ha hb hc hn
  have hg := mul_neg_geom_sum ((a / b) ^ 2) (m + 1)
  have hq : 0 < ((a / b) ^ 2) ^ (m + 1) := by positivity
  have hS : 0 ≤ ∑ l ∈ Finset.range (m + 1), ((a / b) ^ 2) ^ l :=
    Finset.sum_nonneg fun _ _ => by positivity
  refine lt_of_mul_lt_mul_right ?_ hS
  rw [hs, hg]
  linarith

end

end RadicalChainReactivity
```

```lean
#print axioms RadicalChainReactivity.frontier_density
#print axioms RadicalChainReactivity.path_frontier_density
#print axioms RadicalChainReactivity.end_density_bound
```

```
'RadicalChainReactivity.frontier_density' depends on axioms: [propext, Classical.choice, Quot.sound]
'RadicalChainReactivity.path_frontier_density' depends on axioms: [propext, Classical.choice, Quot.sound]
'RadicalChainReactivity.end_density_bound' depends on axioms: [propext, Classical.choice, Quot.sound]
```

## The radical chain as a matrix

The matrix `chain a b n` is the Hückel Hamiltonian of an open chain with one orbital per atom. Its diagonal is zero because energies are measured from the common energy of the atomic orbitals. Its only nonzero entries join neighbours: `bond a b k` is the coupling between atoms \(k\) and \(k+1\), equal to \(a\) for even \(k\) and to \(b\) for odd \(k\). These are the resonance integrals of the two kinds of bond, and requiring them to be nonzero means that no link of the chain is broken. Either sign is allowed.

Atoms are counted from 0, so the odd positions of ordinary counting are the even indices in Lean. A chain of \(2m+1\) atoms has \(2m\) bonds; for \(m\ge 1\) the first is an \(a\) bond and the last a \(b\) bond.

An orbital is a real vector `c : Fin (2 * m + 1) → ℝ`. The condition `chain a b (2 * m + 1) *ᵥ c = 0` says that it has zero energy, and `c ⬝ᵥ c = 1` normalises it in an orthonormal atomic basis, with overlap neglected. Its density on atom \(i\) is `c i ^ 2`. In the frozen-orbital picture this is the condensed Fukui function of the radical, for gaining as well as for losing an electron, provided that \(c\) is the singly occupied orbital.

That proviso is part of the interpretation, since the theorems concern a matrix and say nothing about how its levels are occupied. It is met at one electron per atom: the levels of such a chain come in pairs \(\pm E\), so \(m\) doubly occupied levels lie below zero and the last electron enters the nonbonding orbital.

`path_frontier_density` states the uniform result for Mathlib's own path graph and its adjacency matrix. It holds for every natural \(m\), including the single atom at \(m=0\), which has density 1. For \(m=1\), the allyl pattern, the densities are \(\tfrac12,0,\tfrac12\). A nonzero uniform coupling other than 1 only multiplies the matrix by that number and leaves the kernel unchanged.

Within this non-interacting nearest-neighbour model, the frontier density of a uniform radical chain alternates between \(1/(m+1)\) and 0, so the share of each atom that carries density shrinks as the chain grows. These values are an exact reference for a tight-binding program that is given the same matrix. Electron repulsion, spin polarisation and relaxation of the orbitals are absent from the model.

## Solving the chain from its first atom

Write \(t_k\) for the coupling between atoms \(k\) and \(k+1\), and set \(c_k=0\) beyond the end of the chain. The zero-energy equations are

\[
a\,c_1=0,\qquad t_i c_i+t_{i+1}c_{i+2}=0\quad(0\le i<2m).
\]

The first gives \(c_1=0\). For odd \(i\) the second then carries this zero along all odd indices. For even \(i=2l\) with \(l<m\) it reads \(a\,c_{2l}+b\,c_{2l+2}=0\), so

\[
c_{2l}=\left(-\frac ab\right)^{l}c_0,\qquad 0\le l\le m .
\]

For \(m\ge1\) one equation is left, that of the last atom, \(t_{2m-1}c_{2m-1}=0\). It holds because \(2m-1\) is odd. The kernel therefore consists of the multiples of one nonzero vector.

The last equation is easily forgotten, because the recursion yields a candidate for a chain of any length. For two atoms the candidate is \((1,0)\), and the matrix sends it to \((0,a)\), which is not zero. The odd number of atoms enters exactly at this point.

With \(q=(a/b)^2\), normalisation gives

\[
c_0^2\,S=1,\qquad S=\sum_{l=0}^{m}q^l,\qquad\text{hence}\qquad c_{2l}^2=\frac{q^l}{S}.
\]

For \(a=b\) each of the \(m+1\) terms of \(S\) is 1, and the density is \(1/(m+1)\).

The first atom also obeys a bound that does not depend on length. Since \(q>0\),

\[
(1-q)\,S=1-q^{m+1}<1=c_0^2\,S ,
\]

and dividing by \(S>0\) gives \(c_0^2>1-q\). This is informative when \(|a|<|b|\), that is, when the chain begins with the weaker bond: the share of the first atom then stays above the fixed positive value \(1-q\) however long the chain is. This is `end_density_bound`. Here \(a\ne0\) makes the inequality strict, because an isolated first atom would have \(c_0^2=1=1-q\).

## The same steps in Lean

`chain_mulVec` supplies the equations for the rows. Its inner statement `pick` reduces a sum with a single nonzero coupling to one amplitude. The function `site` returns zero beyond the end, so the last atom needs no formula of its own.

`zeroMode` is the vector found above with \(c_0=1\), not yet normalised. `zeroMode_cancel` checks the recursion by the parity of the index: in the even case the identity \(b\,(a/b)=a\) lets `linear_combination` finish, and in the odd case both amplitudes vanish. `chain_zeroMode` then goes through the rows and treats the last atom separately, using the zero amplitude of its only neighbour.

`kernel_form` is the propagation from the first atom. Strong induction on the index treats atoms 0 and 1 directly and reaches atom \(k+2\) from atom \(k\). The nonzero coupling `bond a b (k + 1)` is cancelled with `mul_left_cancel₀`, which corresponds to solving the row for \(c_{k+2}\). The conclusion is `c i = c 0 * zeroMode a b i`.

`kernel_finrank` combines the two directions. Every kernel vector is a multiple of `zeroMode`, and every multiple lies in the kernel, so the kernel is the span of one vector. That vector is nonzero because its first component is 1, and the dimension is 1.

`end_density` proves \(c_0^2S=1\). An induction that adds two atoms at a time turns the sum of squared amplitudes into the geometric sum: the new odd atom contributes nothing and the new even atom contributes the next power of \(q\). `frontier_density` substitutes `kernel_form` and divides by \(S\), which is nonzero because its product with \(c_0^2\) is 1.

For the uniform path, `path_frontier_density` first compares entries to show that the adjacency matrix equals `chain 1 1 (2 * m + 1)`. The general theorems then apply with \(a=b=1\), and `simpa` evaluates the sum as \(m+1\). In `end_density_bound`, `mul_neg_geom_sum` is the identity for \((1-q)S\), and `lt_of_mul_lt_mul_right` removes the common factor \(S\).
